# Trace conservation and scalar fixed points of the canonical purification steps

In canonical purification, one of several density-matrix purification schemes at fixed electron number, each iteration computes two traces, forms their ratio c, and replaces the density matrix D by a cubic polynomial in D whose coefficients contain c. The electron count is not corrected separately, because this choice of c makes the step conserve the trace. The problems below treat one such step for a finite real symmetric D with occupations between 0 and 1, without rounding or truncation of matrix elements.

## The two cubic steps and the ratio c

Let D be a one-particle density matrix in an orthonormal basis, counted per spin orbital. Its eigenvalues are the occupations and tr D is the electron number. It is idempotent, D² = D, when every occupation is 0 or 1. For a real number c, the two steps are

U(x) = ((1 + c)x² − x³)/c

L(x) = ((1 − 2c)x + (1 + c)x² − x³)/(1 − c)

Here x is either a matrix or a single occupation number. Lean covers both by letting x lie in any real algebra `A`, with `•` for multiplication by a real number.

```lean
import Mathlib

noncomputable section

namespace CanonicalPurification

variable {A : Type*} [Ring A] [Algebra ℝ A]
variable {n : Type*} [Fintype n] [DecidableEq n]
```

U is `upperStep`:

```lean
/-- The purification step `((1 + c) x² - x³) / c`, for `c ≠ 0`, applied to a matrix or to a
single occupation number. -/
def upperStep (c : ℝ) (x : A) : A := c⁻¹ • ((1 + c) • x ^ 2 - x ^ 3)
```

L is `lowerStep`:

```lean
/-- The purification step `((1 - 2c) x + (1 + c) x² - x³) / (1 - c)`, for `c ≠ 1`, applied to a
matrix or to a single occupation number. -/
def lowerStep (c : ℝ) (x : A) : A :=
  (1 - c)⁻¹ • ((1 - 2 * c) • x + (1 + c) • x ^ 2 - x ^ 3)
```

The iteration applies U when c ≥ 1/2 and L when c < 1/2. With this choice, occupations between 0 and 1 stay in that range, which the other step does not guarantee. The results below hold for both steps and do not use the rule. In each iteration, c is computed from the current matrix:

c = tr(D² − D³)/tr(D − D²)

In Lean this value is `ratio D`, whereas the two steps accept any real `c`.

```lean
/-- The ratio `c = tr(D² - D³) / tr(D - D²)`, for matrices with `tr(D - D²) ≠ 0`. -/
def ratio (D : Matrix n n ℝ) : ℝ := (D ^ 2 - D ^ 3).trace / (D - D ^ 2).trace
```

## (a) A product that expands to a cubic

**Task.** Writing x − c for x minus c times the identity, show that

(x − x²)(x − c) = (1 + c)x² − x³ − cx

**Solution.** Multiply by x and by c separately:

(x − x²)x = x² − x³

(x − x²)c = cx − cx²

Subtracting the second line from the first gives the claim. Only powers of x occur, so the order of matrix factors does not matter. In Lean the rewrites distribute the product and `module` collects the coefficients.

```lean
/-- The product `(x - x²)(x - c)` written out as a cubic polynomial. -/
theorem direction_eq (c : ℝ) (x : A) :
    (x - x ^ 2) * (x - c • (1 : A)) = (1 + c) • x ^ 2 - x ^ 3 - c • x := by
  have h3 : x ^ 2 * x = x ^ 3 := (pow_succ x 2).symm
  rw [mul_sub, mul_smul_comm, mul_one, sub_mul, h3, ← pow_two x]
  module
```

## (b) One direction, two step lengths

**Task.** For c ≠ 0 and c ≠ 1, show that

U(x) − x = (x − x²)(x − c)/c

L(x) − x = (x − x²)(x − c)/(1 − c)

**Solution.** Put each difference over its denominator:

U(x) − x = ((1 + c)x² − x³ − cx)/c

L(x) − x = ((1 − 2c)x + (1 + c)x² − x³ − (1 − c)x)/(1 − c)

In the second numerator the linear terms add up to −cx. Both numerators are then the cubic of (a). The Lean proof does the same for L by writing its numerator as that cubic plus (1 − c)x, in the step `h`.

```lean
/-- Both purification steps move `x` along the same direction `(x - x²)(x - c)`, with step
lengths `1/c` and `1/(1 - c)`, when `c` is neither 0 nor 1. -/
theorem step_displacement {c : ℝ} (h0 : c ≠ 0) (h1 : c ≠ 1) (x : A) :
    upperStep c x - x = c⁻¹ • ((x - x ^ 2) * (x - c • (1 : A))) ∧
    lowerStep c x - x = (1 - c)⁻¹ • ((x - x ^ 2) * (x - c • (1 : A))) := by
  constructor
  · rw [upperStep, direction_eq, smul_sub _ _ (c • x), smul_smul c⁻¹ c x,
      inv_mul_cancel₀ h0, one_smul]
  · have h : (1 - 2 * c) • x + (1 + c) • x ^ 2 - x ^ 3
        = (x - x ^ 2) * (x - c • (1 : A)) + (1 - c) • x := by
      rw [direction_eq]
      module
    rw [lowerStep, h, smul_add, smul_smul (1 - c)⁻¹ (1 - c) x,
      inv_mul_cancel₀ (sub_ne_zero.2 h1.symm), one_smul, add_sub_cancel_right]
```

## (c) When a step changes nothing

**Task.** For c ≠ 0 and c ≠ 1, show that

U(x) = x ⇔ (x − x²)(x − c) = 0

L(x) = x ⇔ (x − x²)(x − c) = 0

**Solution.** By (b), each displacement is the product multiplied by a nonzero number, 1/c or 1/(1 − c). It vanishes exactly when the product does. For matrices the product can be zero although neither factor is. Lean moves x to the left-hand side, inserts (b) and removes the nonzero prefactor with `smul_eq_zero`.

```lean
/-- For `c` neither 0 nor 1, a matrix or number `x` is left unchanged by either purification step
exactly when `(x - x²)(x - c) = 0`. -/
theorem stationary_iff {c : ℝ} (h0 : c ≠ 0) (h1 : c ≠ 1) (x : A) :
    (upperStep c x = x ↔ (x - x ^ 2) * (x - c • (1 : A)) = 0) ∧
    (lowerStep c x = x ↔ (x - x ^ 2) * (x - c • (1 : A)) = 0) := by
  have h1' : 1 - c ≠ 0 := sub_ne_zero.2 h1.symm
  obtain ⟨hu, hl⟩ := step_displacement h0 h1 x
  constructor
  · rw [← sub_eq_zero, hu]
    simp only [smul_eq_zero, inv_eq_zero, h0, false_or]
  · rw [← sub_eq_zero, hl]
    simp only [smul_eq_zero, inv_eq_zero, h1', false_or]
```

## (d) Positivity of D − D²

**Task.** Let D and Q = 1 − D be positive semidefinite, which places all occupations between 0 and 1. Show that

vᵀ(D − D²)v ≥ 0 for every real vector v

**Solution.** D and Q commute and add up to 1, so

DQD + QDQ = DQ(D + Q) = DQ = D − D²

Both terms on the left are positive semidefinite:

vᵀDQDv = (Dv)ᵀQ(Dv) ≥ 0

vᵀQDQv = (Qv)ᵀD(Qv) ≥ 0

In Lean, `PosSemidef` already includes symmetry. The lemma `conjTranspose_mul_mul_same` supplies the two sandwiched matrices, and `noncomm_ring` checks the identity.

```lean
/-- If `D` and `1 - D` are positive semidefinite, so is `D - D²`. -/
theorem fluctuation_posSemidef {D : Matrix n n ℝ} (hD : D.PosSemidef)
    (hQ : (1 - D).PosSemidef) : (D - D ^ 2).PosSemidef := by
  have a := hQ.conjTranspose_mul_mul_same D
  have b := hD.conjTranspose_mul_mul_same (1 - D)
  rw [hD.1.eq] at a
  rw [hQ.1.eq] at b
  have e : D - D ^ 2 = D * (1 - D) * D + (1 - D) * D * (1 - D) := by noncomm_ring
  rw [e]
  exact a.add b
```

## (e) A lower bound for two traces

**Task.** Write G = D − D². Under the assumptions of (d), show that

tr G² ≤ tr(D² − D³)

tr G² ≤ tr(D − D²) − tr(D² − D³)

**Solution.** All matrices here are polynomials in D and commute. With G = DQ and D + Q = 1,

D² − D³ = DG = DG(Q + D) = G² + DGD

G − (D² − D³) = QG = QG(D + Q) = G² + QGQ

By (d), G is positive semidefinite, hence so are DGD and QGQ, and their traces are nonnegative. Taking traces gives both bounds. The two identities are `e1` and `e2` in the Lean proof, and `linarith` combines their traces with the nonnegative remainders.

```lean
/-- If `D` and `1 - D` are positive semidefinite, then `tr (D - D²)²` is a lower bound both for
`tr(D² - D³)` and for `tr(D - D²) - tr(D² - D³)`. -/
theorem fluctuation_trace_bounds {D : Matrix n n ℝ} (hD : D.PosSemidef)
    (hQ : (1 - D).PosSemidef) :
    ((D - D ^ 2) ^ 2).trace ≤ (D ^ 2 - D ^ 3).trace ∧
    ((D - D ^ 2) ^ 2).trace ≤ (D - D ^ 2).trace - (D ^ 2 - D ^ 3).trace := by
  have hG := fluctuation_posSemidef hD hQ
  have a := (hG.conjTranspose_mul_mul_same D).trace_nonneg
  have b := (hG.conjTranspose_mul_mul_same (1 - D)).trace_nonneg
  rw [hD.1.eq] at a
  rw [hQ.1.eq] at b
  -- the remainders are `D - D²` sandwiched by `D` and by `1 - D`
  have e1 : D ^ 2 - D ^ 3 = (D - D ^ 2) ^ 2 + D * (D - D ^ 2) * D := by noncomm_ring
  have e2 : (D - D ^ 2) - (D ^ 2 - D ^ 3)
      = (D - D ^ 2) ^ 2 + (1 - D) * (D - D ^ 2) * (1 - D) := by noncomm_ring
  have t1 := congrArg Matrix.trace e1
  have t2 := congrArg Matrix.trace e2
  rw [Matrix.trace_add] at t1 t2
  rw [Matrix.trace_sub (D - D ^ 2) (D ^ 2 - D ^ 3)] at t2
  constructor <;> linarith
```

## (f) The trace of a square

**Task.** For a real symmetric matrix G ≠ 0, show that

tr G² > 0

**Solution.** By symmetry,

tr G² = Σᵢ Σⱼ Gᵢⱼ Gⱼᵢ = Σᵢ Σⱼ Gᵢⱼ²

This is a sum of squares with at least one nonzero term. Lean selects a nonzero entry and bounds its square first by the sum over its row, then by the sum over all rows.

```lean
/-- The square of a nonzero real symmetric matrix has positive trace. -/
theorem trace_sq_pos {G : Matrix n n ℝ} (hG : G.IsHermitian) (hne : G ≠ 0) :
    0 < (G ^ 2).trace := by
  have hs : (G ^ 2).trace = ∑ i, ∑ j, (G i j) ^ 2 := by
    rw [pow_two]
    simp only [Matrix.trace, Matrix.diag_apply, Matrix.mul_apply]
    refine Finset.sum_congr rfl fun i _ => Finset.sum_congr rfl fun j _ => ?_
    have h : G j i = G i j := by simpa using hG.apply i j
    rw [h, pow_two]
  obtain ⟨i, j, hij⟩ : ∃ i j, G i j ≠ 0 := by
    by_contra h
    push Not at h
    exact hne (Matrix.ext h)
  rw [hs]
  calc 0 < (G i j) ^ 2 := by positivity
    _ ≤ ∑ l, (G i l) ^ 2 := Finset.single_le_sum (f := fun l => (G i l) ^ 2)
        (fun _ _ => sq_nonneg _) (Finset.mem_univ j)
    _ ≤ ∑ k, ∑ l, (G k l) ^ 2 := Finset.single_le_sum (f := fun k => ∑ l, (G k l) ^ 2)
        (fun _ _ => Finset.sum_nonneg fun _ _ => sq_nonneg _) (Finset.mem_univ i)
```

## (g) Range of c, electron number and scalar fixed points

**Task.** Let D and 1 − D be positive semidefinite, D² ≠ D, and let c be the ratio computed from D. Show that

0 < c < 1

tr U(D) = tr L(D) = tr D

and that for real x, with c held fixed,

U(x) = x ⇔ x = 0 or x = c or x = 1

L(x) = x ⇔ x = 0 or x = c or x = 1

**Solution.** Write S = tr(D² − D³) and T = tr(D − D²), so that c = S/T. Since D is not idempotent, G ≠ 0 and tr G² > 0 by (f). The bounds in (e) then give S > 0 and T − S > 0. Hence 0 < S < T, which is the first claim.

For the trace, rearrange the product from (a) and use cT = S:

(D − D²)(D − c) = (D² − D³) − c(D − D²)

tr[(D − D²)(D − c)] = S − cT = 0

By (b), both steps displace D by a multiple of this traceless matrix.

For a real number x the product factorises:

(x − x²)(x − c) = x(1 − x)(x − c)

It vanishes exactly at 0, 1 and c, and (c) turns these zeros into the fixed points of both maps.

The hypotheses `hD`, `hQ` and `hne` express the two positivity conditions and the presence of at least one fractional occupation. They are assumed of the current matrix and not derived from a Hamiltonian. In the proof, `hdir` is the vanishing trace and `hroots` the factorisation. The theorem concerns a single step and makes no statement about convergence, or about whether the new occupations stay between 0 and 1.

```lean
/-- Let `D` be real symmetric and not idempotent, with `D` and `1 - D` positive semidefinite. Then
`c = ratio D` satisfies `0 < c < 1`, and with this `c` both purification steps preserve the trace of
`D` and both scalar maps have fixed points exactly `0`, `c` and `1`. -/
theorem canonical_purification {D : Matrix n n ℝ} (hD : D.PosSemidef)
    (hQ : (1 - D).PosSemidef) (hne : D ^ 2 ≠ D) :
    (0 < ratio D ∧ ratio D < 1) ∧
    (upperStep (ratio D) D).trace = D.trace ∧
    (lowerStep (ratio D) D).trace = D.trace ∧
    (∀ x : ℝ, upperStep (ratio D) x = x ↔ x = 0 ∨ x = ratio D ∨ x = 1) ∧
    (∀ x : ℝ, lowerStep (ratio D) x = x ↔ x = 0 ∨ x = ratio D ∨ x = 1) := by
  have hpos := trace_sq_pos (fluctuation_posSemidef hD hQ).1 (sub_ne_zero.2 hne.symm)
  obtain ⟨b1, b2⟩ := fluctuation_trace_bounds hD hQ
  have hT : 0 < (D - D ^ 2).trace := by linarith
  have c0 : 0 < ratio D := div_pos (by linarith) hT
  have c1 : ratio D < 1 := (div_lt_one hT).2 (by linarith)
  have hc : ratio D * (D - D ^ 2).trace = (D ^ 2 - D ^ 3).trace :=
    div_mul_cancel₀ _ hT.ne'
  -- the choice of `c` makes the common direction traceless
  have hdir : ((D - D ^ 2) * (D - ratio D • (1 : Matrix n n ℝ))).trace = 0 := by
    have e : (D - D ^ 2) * (D - ratio D • (1 : Matrix n n ℝ))
        = (D ^ 2 - D ^ 3) - ratio D • (D - D ^ 2) := by
      rw [direction_eq]
      module
    rw [e, Matrix.trace_sub, Matrix.trace_smul, smul_eq_mul, hc, sub_self]
  obtain ⟨hu, hl⟩ := step_displacement c0.ne' c1.ne D
  have hroots : ∀ x : ℝ, (x - x ^ 2) * (x - ratio D • (1 : ℝ)) = 0 ↔
      x = 0 ∨ x = ratio D ∨ x = 1 := by
    intro x
    have e : (x - x ^ 2) * (x - ratio D • (1 : ℝ)) = x * (x - 1) * (ratio D - x) := by
      rw [smul_eq_mul]
      ring
    rw [e, mul_eq_zero, mul_eq_zero, sub_eq_zero, sub_eq_zero, eq_comm (a := ratio D)]
    tauto
  refine ⟨⟨c0, c1⟩, ?_, ?_, fun x => ?_, fun x => ?_⟩
  · rw [← sub_eq_zero, ← Matrix.trace_sub, hu, Matrix.trace_smul, hdir, smul_zero]
  · rw [← sub_eq_zero, ← Matrix.trace_sub, hl, Matrix.trace_smul, hdir, smul_zero]
  · exact (stationary_iff c0.ne' c1.ne x).1.trans (hroots x)
  · exact (stationary_iff c0.ne' c1.ne x).2.trans (hroots x)
```

The condition on 1 − D matters already for the 1×1 matrix D = (2). It is positive semidefinite and not idempotent, but 1 − D = (−1), and

c = (4 − 8)/(2 − 4) = 2

so c < 1 fails.

## (h) A fractional occupation that does not move

**Task.** For 0 < x < 1 let P = diag(1, x, 0). Show that P satisfies all the assumptions of (g), and that

c = x

U(P) = L(P) = P

**Solution.** The diagonal entries of P and of 1 − P = diag(0, 1 − x, 1) are nonnegative, so both matrices are positive semidefinite. Next,

P − P² = diag(0, x − x², 0)

P² − P³ = diag(0, x(x − x²), 0)

The first matrix is nonzero, so P is not idempotent, and the ratio of the traces is c = x. Finally,

(P − P²)(P − x) = diag(0, x − x², 0) · diag(1 − x, 0, −x) = 0

By (c), neither step changes P. In Lean, P is `partlyFilled x`, indexed by the three elements of `Fin 3`.

```lean
/-- The diagonal matrix with entries `1`, `x` and `0`; for `0 ≤ x ≤ 1` it is a density matrix with
these occupations. -/
def partlyFilled (x : ℝ) : Matrix (Fin 3) (Fin 3) ℝ := Matrix.diagonal ![1, x, 0]
```

The proof computes the powers of P entry by entry with `fin_cases`. The traces `t1` and `t2` give the ratio, and `hs` is the vanishing product. Idempotency is excluded because it would make the trace `t1` zero.

```lean
/-- For `0 < x < 1` the matrix `diag(1, x, 0)` is not idempotent, it and its complement are
positive semidefinite, its ratio is `c = x`, and both purification steps leave it unchanged. -/
theorem stalled_witness {x : ℝ} (h0 : 0 < x) (h1 : x < 1) :
    (partlyFilled x).PosSemidef ∧ (1 - partlyFilled x).PosSemidef ∧
    partlyFilled x ^ 2 ≠ partlyFilled x ∧ ratio (partlyFilled x) = x ∧
    upperStep x (partlyFilled x) = partlyFilled x ∧
    lowerStep x (partlyFilled x) = partlyFilled x := by
  have p2 : partlyFilled x ^ 2 = Matrix.diagonal ![1, x ^ 2, 0] := by
    rw [partlyFilled, Matrix.diagonal_pow]
    congr 1
    ext i
    fin_cases i <;> simp
  have p3 : partlyFilled x ^ 3 = Matrix.diagonal ![1, x ^ 3, 0] := by
    rw [partlyFilled, Matrix.diagonal_pow]
    congr 1
    ext i
    fin_cases i <;> simp
  have q : 1 - partlyFilled x = Matrix.diagonal ![0, 1 - x, 1] := by
    ext i j
    fin_cases i <;> fin_cases j <;> simp [partlyFilled]
  have hx : 0 < x - x ^ 2 := by nlinarith [mul_pos h0 (sub_pos.2 h1)]
  have t1 : (partlyFilled x - partlyFilled x ^ 2).trace = x - x ^ 2 := by
    rw [p2, partlyFilled, Matrix.trace_sub, Matrix.trace_diagonal, Matrix.trace_diagonal,
      Fin.sum_univ_three, Fin.sum_univ_three]
    change 1 + x + 0 - (1 + x ^ 2 + 0) = x - x ^ 2
    ring
  have t2 : (partlyFilled x ^ 2 - partlyFilled x ^ 3).trace = x * (x - x ^ 2) := by
    rw [p2, p3, Matrix.trace_sub, Matrix.trace_diagonal, Matrix.trace_diagonal,
      Fin.sum_univ_three, Fin.sum_univ_three]
    change 1 + x ^ 2 + 0 - (1 + x ^ 3 + 0) = x * (x - x ^ 2)
    ring
  have hs : (partlyFilled x - partlyFilled x ^ 2) *
      (partlyFilled x - x • (1 : Matrix (Fin 3) (Fin 3) ℝ)) = 0 := by
    rw [direction_eq, p2, p3, partlyFilled]
    ext i j
    fin_cases i <;> fin_cases j <;> simp
    ring
  refine ⟨?_, ?_, fun h => ?_, ?_, (stationary_iff h0.ne' h1.ne _).1.2 hs,
    (stationary_iff h0.ne' h1.ne _).2.2 hs⟩
  · rw [partlyFilled, Matrix.posSemidef_diagonal_iff]
    intro i
    fin_cases i <;> simp [h0.le]
  · rw [q, Matrix.posSemidef_diagonal_iff]
    intro i
    fin_cases i <;> simp [h1.le]
  · -- if the matrix were idempotent, the trace in `t1` would be zero
    rw [h, sub_self, Matrix.trace_zero] at t1
    linarith
  · rw [ratio, t1, t2, mul_div_assoc, div_self hx.ne', mul_one]

end CanonicalPurification
```

```lean
#print axioms CanonicalPurification.canonical_purification
```

```
'CanonicalPurification.canonical_purification' depends on axioms: [propext, Classical.choice, Quot.sound]
```

In exact arithmetic, this three-level model shows that a step which conserves the electron number may make no progress towards idempotency. Here tr P = 1 + x is not an integer, so no idempotent matrix has the same trace. The smallest case is the 1×1 matrix D = (x) with 0 < x < 1: again c = x, and conserving the trace leaves D no room to move. A whole electron number is no safeguard either, since diag(1/2, 1/2) has trace 1 and c = 1/2, and both of its occupations sit at the fixed point c.
